# Exact-line-search BFGS started from the identity minimises a positive definite quadratic over Krylov spaces

Let $A$ be a real symmetric positive definite matrix, $f(x)=\tfrac12x^TAx-b^Tx$ and $g_j=Ax_j-b$. After $k$ nonzero BFGS steps from $H_0=I$, each ending at the minimum of $f$ along $-H_jg_j$, the point $x_k$ is the unique minimiser of $f$ over
$$x_0+K_k,\qquad K_k=\mathrm{span}(g_0,Ag_0,\dots,A^{k-1}g_0).$$

The physical problem is relaxation to a minimum, for instance of a molecular geometry, with $A$ the force-constant matrix in independent internal coordinates. (In Cartesian coordinates, translating a free molecule costs no energy, so $A$ is singular and the theorem does not apply as stated.) Conjugate gradients started at $x_0$ has the same minimiser as its $k$-th iterate, so on a harmonic surface with exact line searches the two methods visit the same points. That property of conjugate gradients is the textbook one; its recursion is not defined in the code. For a real molecule the quadratic surface is an approximation, and a program may also use an inexact line search or a different starting matrix; the theorem does not cover those cases.

## Energy, gradient and line search

```lean
import Mathlib

open Matrix

namespace BFGSKrylov

noncomputable section

variable {n : Type*} [Fintype n]
```

The finite type `n` labels the coordinates, so a vector is a function `n → ℝ`.

```lean
/-- The quadratic energy `xᵀ A x / 2 - bᵀ x`. -/
def energy (A : Matrix n n ℝ) (b x : n → ℝ) : ℝ := (x ⬝ᵥ A *ᵥ x) / 2 - b ⬝ᵥ x
```

This is $f$. Lean writes `⬝ᵥ` for the dot product and `*ᵥ` for a matrix acting on a vector.

```lean
/-- The vector `g(x) = A x - b`. -/
def grad (A : Matrix n n ℝ) (b x : n → ℝ) : n → ℝ := A *ᵥ x - b
```

This is $g(x)=Ax-b$, the gradient of $f$ when $A$ is symmetric.

```lean
/-- A symmetric matrix can be moved from one side of the dot product to the other. -/
theorem sym_dot {A : Matrix n n ℝ} (hA : Aᵀ = A) (u v : n → ℝ) :
    u ⬝ᵥ A *ᵥ v = (A *ᵥ u) ⬝ᵥ v := by
  rw [Matrix.dotProduct_mulVec, ← Matrix.mulVec_transpose, hA]
```

For symmetric $A$, $u\cdot Av=(Au)\cdot v$.

```lean
/-- For symmetric `A`, a displacement `u` changes the energy by `uᵀ g(x) + uᵀ A u / 2`. -/
theorem energy_add {A : Matrix n n ℝ} (hA : Aᵀ = A) (b x u : n → ℝ) :
    energy A b (x + u) = energy A b x + u ⬝ᵥ grad A b x + (u ⬝ᵥ A *ᵥ u) / 2 := by
  have h1 : x ⬝ᵥ A *ᵥ u = u ⬝ᵥ A *ᵥ x := by rw [sym_dot hA, dotProduct_comm]
  have h2 := dotProduct_comm u b
  simp only [energy, grad, Matrix.mulVec_add, dotProduct_add, add_dotProduct, dotProduct_sub]
  linear_combination h1 / 2 + h2
```

Expanding $f(x+u)$ gives the cross terms $\tfrac12x\cdot Au+\tfrac12u\cdot Ax$, which symmetry merges into $u\cdot Ax$. Together with $-b\cdot u$ this yields
$$f(x+u)=f(x)+u\cdot g(x)+\tfrac12u\cdot Au.$$
In Lean, `simp only` expands and `linear_combination` merges the terms.

```lean
/-- For symmetric `A`, the gradient at an energy minimum along a line is orthogonal to it. -/
theorem lineSearch_orthogonal {A : Matrix n n ℝ} (hA : Aᵀ = A) (b x d : n → ℝ)
    (h : ∀ t : ℝ, energy A b x ≤ energy A b (x + t • d)) : d ⬝ᵥ grad A b x = 0 := by
  -- a parabola through the origin that is never negative has no linear term
  have key := discrim_le_zero (a := (d ⬝ᵥ A *ᵥ d) / 2) (b := d ⬝ᵥ grad A b x) (c := 0)
    (fun t => by
      have h1 := h t
      rw [energy_add hA] at h1
      simp only [Matrix.mulVec_smul, smul_dotProduct, dotProduct_smul, smul_eq_mul] at h1
      linarith)
  simp only [discrim, mul_zero, sub_zero] at key
  exact (pow_eq_zero_iff two_ne_zero).1 (le_antisymm key (sq_nonneg _))
```

If $x$ is lowest on the line $x+td$, then $t\,d\cdot g(x)+\tfrac12t^2\,d\cdot Ad\ge0$ for every $t$. The discriminant of this parabola is $(d\cdot g(x))^2$ and cannot be positive, so $d\cdot g(x)=0$.

## The BFGS run

```lean
variable [DecidableEq n]

/-- The inverse BFGS update of `H` for a step `s` and gradient change `y`, with `yᵀ s ≠ 0`. -/
def bfgsUpdate (H : Matrix n n ℝ) (s y : n → ℝ) : Matrix n n ℝ :=
  (1 - (y ⬝ᵥ s)⁻¹ • vecMulVec s y) * H * (1 - (y ⬝ᵥ s)⁻¹ • vecMulVec y s)
    + (y ⬝ᵥ s)⁻¹ • vecMulVec s s
```

With `vecMulVec s y` meaning $sy^T$ and $\rho=1/(y\cdot s)$, the update is
$$H'=(1-\rho\,sy^T)\,H\,(1-\rho\,ys^T)+\rho\,ss^T.$$

```lean
/-- The BFGS approximations `H_j` to the inverse Hessian, built along a path `x` and starting from
the identity. -/
def invHess (A : Matrix n n ℝ) (b : n → ℝ) (x : ℕ → n → ℝ) : ℕ → Matrix n n ℝ
  | 0 => 1
  | j + 1 => bfgsUpdate (invHess A b x j) (x (j + 1) - x j)
      (grad A b (x (j + 1)) - grad A b (x j))
```

The matrices $H_j$ are computed from the path, with $s=x_{j+1}-x_j$ and $y=g_{j+1}-g_j$. Here $H_j$ approximates the inverse Hessian $A^{-1}$; many physics texts use $H$ for the Hessian itself.

```lean
/-- The BFGS search direction `-H_j g_j`. -/
def searchDir (A : Matrix n n ℝ) (b : n → ℝ) (x : ℕ → n → ℝ) (j : ℕ) : n → ℝ :=
  -(invHess A b x j *ᵥ grad A b (x j))
```

The search direction is $-H_jg_j$.

```lean
/-- The first `k` steps of `x` are nonzero, go along `-H_j g_j` and minimise the energy on
their search lines. -/
structure IsBFGSRun (A : Matrix n n ℝ) (b : n → ℝ) (x : ℕ → n → ℝ) (k : ℕ) : Prop where
  moves : ∀ j < k, x (j + 1) ≠ x j
  along : ∀ j < k, ∃ α : ℝ, x (j + 1) = x j + α • searchDir A b x j
  lineMin : ∀ j < k, ∀ t : ℝ,
    energy A b (x (j + 1)) ≤ energy A b (x j + t • searchDir A b x j)
```

A path is a BFGS run of length $k$ if, for every $j<k$, the step is nonzero, lies along the search direction, and ends at an energy minimum of the whole line. Exact line search is thus a hypothesis, an idealisation of what a program does.

```lean
/-- The Krylov space spanned by `g, A g, ..., A^(k-1) g` with `g = A x₀ - b`. -/
def krylov (A : Matrix n n ℝ) (b x₀ : n → ℝ) (k : ℕ) : Submodule ℝ (n → ℝ) :=
  Submodule.span ℝ {v | ∃ j < k, v = (A ^ j) *ᵥ grad A b x₀}
```

This is $K_k$, with $K_0=\{0\}$.

## Three algebraic facts

```lean
/-- The BFGS update of `H` acts on `v` by first removing a multiple of `y`, then applying `H`, then
adding a multiple of the step `s`. -/
theorem bfgsUpdate_mulVec (H : Matrix n n ℝ) (s y v q : n → ℝ)
    (hq : q = v - ((y ⬝ᵥ s)⁻¹ * (s ⬝ᵥ v)) • y) :
    bfgsUpdate H s y *ᵥ v = H *ᵥ q + ((y ⬝ᵥ s)⁻¹ * (s ⬝ᵥ v - y ⬝ᵥ H *ᵥ q)) • s := by
  have r : ∀ (c : ℝ) (u v w : n → ℝ), (c • vecMulVec u v) *ᵥ w = (c * (v ⬝ᵥ w)) • u := by
    intro c u v w
    ext i
    simp only [Matrix.mulVec, dotProduct, Matrix.smul_apply, vecMulVec_apply, Pi.smul_apply,
      smul_eq_mul, Finset.mul_sum, Finset.sum_mul]
    exact Finset.sum_congr rfl fun j _ => by ring
  subst hq
  rw [bfgsUpdate, Matrix.add_mulVec, ← Matrix.mulVec_mulVec, ← Matrix.mulVec_mulVec]
  simp only [Matrix.sub_mulVec, Matrix.one_mulVec, r]
  module
```

Put $q=v-\rho(s\cdot v)y$, the result of the rightmost factor acting on $v$. The left factor then gives $Hq-\rho(y\cdot Hq)s$, and the last term of the update adds $\rho(s\cdot v)s$:
$$H'v=Hq+\rho\,(s\cdot v-y\cdot Hq)\,s.$$
The local fact `r` evaluates the rank-one matrices, and `module` collects the terms.

```lean
/-- Applying `A` to a vector of one Krylov space gives a vector of the next. -/
theorem krylov_mulVec {A : Matrix n n ℝ} {b x₀ u : n → ℝ} {k : ℕ} (hu : u ∈ krylov A b x₀ k) :
    A *ᵥ u ∈ krylov A b x₀ (k + 1) := by
  have h : krylov A b x₀ k ≤ (krylov A b x₀ (k + 1)).comap A.mulVecLin := by
    refine Submodule.span_le.2 ?_
    rintro _ ⟨j, hj, rfl⟩
    change A *ᵥ ((A ^ j) *ᵥ grad A b x₀) ∈ krylov A b x₀ (k + 1)
    rw [Matrix.mulVec_mulVec, ← pow_succ']
    exact Submodule.subset_span ⟨j + 1, by omega, rfl⟩
  exact h hu
```

Since $A\,A^jg_0=A^{j+1}g_0$, the matrix $A$ maps $K_k$ into $K_{k+1}$. It is enough to check the spanning vectors.

```lean
/-- If `z - x₀` lies in a Krylov space, the gradient at `z` lies in the next one. -/
theorem grad_mem_krylov {A : Matrix n n ℝ} {b x₀ z : n → ℝ} {k : ℕ}
    (h : z - x₀ ∈ krylov A b x₀ k) : grad A b z ∈ krylov A b x₀ (k + 1) := by
  have e : grad A b z = grad A b x₀ + A *ᵥ (z - x₀) := by
    simp only [grad, Matrix.mulVec_sub]; abel
  rw [e]
  exact add_mem (Submodule.subset_span ⟨0, by omega, by simp⟩) (krylov_mulVec h)
```

If $z-x_0\in K_k$, then $g(z)=g_0+A(z-x_0)$ lies in $K_{k+1}$.

## The induction

```lean
/-- For positive definite `A`, after `k` nonzero BFGS steps with exact line search from `H_0 = I`,
`x_k - x_0` lies in the Krylov space `K_k`, `g_k` is orthogonal to `K_k`, and `(A u)ᵀ H_k v = uᵀ v`
for `u` in `K_k`. Moreover `H_k` changes vectors orthogonal to `K_k` only within `K_k`, and
`K_(k+1)` lies in `K_k + span g_k`. -/
theorem krylov_invariant {A : Matrix n n ℝ} (hA : A.PosDef) {b : n → ℝ} {x : ℕ → n → ℝ}
    {k : ℕ} (h : IsBFGSRun A b x k) :
    x k - x 0 ∈ krylov A b (x 0) k ∧
    (∀ u ∈ krylov A b (x 0) k, u ⬝ᵥ grad A b (x k) = 0) ∧
    (∀ u ∈ krylov A b (x 0) k, ∀ v, (A *ᵥ u) ⬝ᵥ (invHess A b x k *ᵥ v) = u ⬝ᵥ v) ∧
    (∀ v, (∀ u ∈ krylov A b (x 0) k, u ⬝ᵥ v = 0) →
      v - invHess A b x k *ᵥ v ∈ krylov A b (x 0) k) ∧
    krylov A b (x 0) (k + 1) ≤ krylov A b (x 0) k ⊔ Submodule.span ℝ {grad A b (x k)} := by
  induction k with
  | zero =>
    have h0 : ∀ u ∈ krylov A b (x 0) 0, u = 0 := fun u hu => by simpa [krylov] using hu
    refine ⟨by simp, fun u hu => by simp [h0 u hu], fun u hu v => by simp [h0 u hu],
      fun v _ => by simp [invHess], Submodule.span_le.2 ?_⟩
    rintro _ ⟨j, hj, rfl⟩
    obtain rfl : j = 0 := by omega
    rw [pow_zero, Matrix.one_mulVec]
    exact Submodule.mem_sup_right (Submodule.mem_span_singleton_self _)
  | succ k ih =>
    obtain ⟨hx, hg, hdual, hc, hK⟩ := ih ⟨fun j hj => h.moves j (by omega),
      fun j hj => h.along j (by omega), fun j hj => h.lineMin j (by omega)⟩
    have hAs : Aᵀ = A :=
      (conjTranspose_eq_transpose_of_trivial A).symm.trans hA.isHermitian.eq
    have up : krylov A b (x 0) k ≤ krylov A b (x 0) (k + 1) :=
      Submodule.span_mono fun _ ⟨j, hj, e⟩ => ⟨j, by omega, e⟩
    obtain ⟨α, hα⟩ := h.along k (by omega)
    obtain ⟨d, hd⟩ : ∃ d, d = searchDir A b x k := ⟨_, rfl⟩
    obtain ⟨s, hs⟩ : ∃ s, s = x (k + 1) - x k := ⟨_, rfl⟩
    rw [← hd] at hα
    have hsα : s = α • d := by rw [hs, hα, add_sub_cancel_left]
    have hs0 : s ≠ 0 := by rw [hs]; exact sub_ne_zero.2 (h.moves k (by omega))
    have hα0 : α ≠ 0 := fun h0 => hs0 (by rw [hsα, h0, zero_smul])
    have hds : d = α⁻¹ • s := by rw [hsα, smul_smul, inv_mul_cancel₀ hα0, one_smul]
    have hy : grad A b (x (k + 1)) - grad A b (x k) = A *ᵥ s := by
      rw [hs, Matrix.mulVec_sub]; simp only [grad]; abel
    have hys : (A *ᵥ s) ⬝ᵥ s ≠ 0 := by
      have hp : 0 < s ⬝ᵥ A *ᵥ s := by simpa using hA.dotProduct_mulVec_pos hs0
      rw [← sym_dot hAs]; exact hp.ne'
    have hgK := grad_mem_krylov hx
    have hsub : grad A b (x k) + d ∈ krylov A b (x 0) k := by
      rw [hd, searchDir, ← sub_eq_add_neg]; exact hc _ hg
    have hsK : s ∈ krylov A b (x 0) (k + 1) := by
      have e : s = α • (grad A b (x k) + d) - α • grad A b (x k) := by rw [hsα]; module
      rw [e]
      exact sub_mem (Submodule.smul_mem _ _ (up hsub)) (Submodule.smul_mem _ _ hgK)
    -- the new Krylov space is the old one plus the step
    have hdec : ∀ u ∈ krylov A b (x 0) (k + 1),
        ∃ w ∈ krylov A b (x 0) k, ∃ c : ℝ, u = w + c • s := by
      intro u hu
      obtain ⟨w, hw, z, hz, rfl⟩ := Submodule.mem_sup.1 (hK hu)
      obtain ⟨c, rfl⟩ := Submodule.mem_span_singleton.1 hz
      refine ⟨_, add_mem hw (Submodule.smul_mem _ c hsub), -(c * α⁻¹), ?_⟩
      rw [hds]; module
    have hws : ∀ w ∈ krylov A b (x 0) k, (A *ᵥ w) ⬝ᵥ s = 0 := by
      intro w hw
      rw [hsα, dotProduct_smul, hd, searchDir, dotProduct_neg, hdual w hw, hg w hw, neg_zero,
        smul_zero]
    -- exact line search makes the new gradient orthogonal to the step
    have hls : d ⬝ᵥ grad A b (x (k + 1)) = 0 := lineSearch_orthogonal hAs b _ _ fun t => by
      have e : x (k + 1) + t • d = x k + (α + t) • d := by rw [hα]; module
      rw [e, hd]
      exact h.lineMin k (by omega) _
    have hH' : invHess A b x (k + 1) = bfgsUpdate (invHess A b x k) s (A *ᵥ s) := by
      rw [invHess, hy, ← hs]
    rw [hH']
    refine ⟨?_, ?_, ?_, ?_, Submodule.span_le.2 ?_⟩
    · have e : x (k + 1) - x 0 = s + (x k - x 0) := by rw [hs]; abel
      rw [e]
      exact add_mem hsK (up hx)
    · intro u hu
      obtain ⟨w, hw, c, rfl⟩ := hdec u hu
      have e1 : s ⬝ᵥ grad A b (x (k + 1)) = 0 := by rw [hsα, smul_dotProduct, hls, smul_zero]
      have e2 : w ⬝ᵥ grad A b (x (k + 1)) = 0 := by
        rw [← sub_add_cancel (grad A b (x (k + 1))) (grad A b (x k)), hy, dotProduct_add,
          hg w hw, sym_dot hAs, hws w hw, add_zero]
      rw [add_dotProduct, smul_dotProduct, e1, e2, smul_zero, add_zero]
    · intro u hu v
      obtain ⟨w, hw, c, rfl⟩ := hdec u hu
      obtain ⟨q, hq⟩ : ∃ q, q = v - (((A *ᵥ s) ⬝ᵥ s)⁻¹ * (s ⬝ᵥ v)) • (A *ᵥ s) := ⟨_, rfl⟩
      have e1 : (A *ᵥ w) ⬝ᵥ (bfgsUpdate (invHess A b x k) s (A *ᵥ s) *ᵥ v) = w ⬝ᵥ v := by
        rw [bfgsUpdate_mulVec _ _ _ _ _ hq, dotProduct_add, dotProduct_smul, hws w hw,
          smul_zero, add_zero, hdual w hw, hq, dotProduct_sub, dotProduct_smul,
          sym_dot hAs w s, hws w hw, smul_zero, sub_zero]
      have e2 : (A *ᵥ s) ⬝ᵥ (bfgsUpdate (invHess A b x k) s (A *ᵥ s) *ᵥ v) = s ⬝ᵥ v := by
        rw [bfgsUpdate_mulVec _ _ _ _ _ hq, dotProduct_add, dotProduct_smul, smul_eq_mul,
          mul_right_comm, inv_mul_cancel₀ hys]
        ring
      rw [Matrix.mulVec_add, Matrix.mulVec_smul, add_dotProduct, smul_dotProduct, e1, e2,
        add_dotProduct, smul_dotProduct]
    · intro v hv
      rw [bfgsUpdate_mulVec _ _ _ v v (by simp [hv s hsK]), ← sub_sub]
      exact sub_mem (up (hc v fun u hu => hv u (up hu))) (Submodule.smul_mem _ _ hsK)
    · rintro _ ⟨j, hj, rfl⟩
      rw [SetLike.mem_coe]
      cases j with
      | zero => exact Submodule.mem_sup_left (Submodule.subset_span ⟨0, by omega, rfl⟩)
      | succ j =>
        obtain ⟨w, hw, c, e⟩ := hdec _ (Submodule.subset_span ⟨j, by omega, rfl⟩)
        rw [pow_succ', ← Matrix.mulVec_mulVec, e, Matrix.mulVec_add, Matrix.mulVec_smul, ← hy]
        exact add_mem (Submodule.mem_sup_left (krylov_mulVec hw))
          (Submodule.smul_mem _ _ (sub_mem
            (Submodule.mem_sup_right (Submodule.mem_span_singleton_self _))
            (Submodule.mem_sup_left hgK)))
```

Five statements are carried together:

1. $x_k-x_0\in K_k$.
2. $u\cdot g_k=0$ for $u\in K_k$.
3. $(Au)\cdot H_kv=u\cdot v$ for $u\in K_k$ and every $v$.
4. If $v\perp K_k$, then $v-H_kv\in K_k$.
5. $K_{k+1}\subseteq K_k+\mathrm{span}(g_k)$.

At $k=0$ they follow from $K_0=\{0\}$ and $H_0=I$.

For the step from $k$ to $k+1$, let $d=-H_kg_k$ and $s=x_{k+1}-x_k=\alpha d$. Since $s\ne0$, also $\alpha\neq0$. The gradient change is $y=As$, and $y\cdot s=s\cdot As>0$, so $\rho$ is well defined.

By (2) and (4), $g_k+d\in K_k$ (`hsub`). By (1), $g_k\in K_{k+1}$, hence $s\in K_{k+1}$ (`hsK`). Replacing $g_k$ in (5) by $(g_k+d)-s/\alpha$ shows that every $u\in K_{k+1}$ has the form $w+cs$ with $w\in K_k$ and $c$ real (`hdec`). The new step is conjugate to the old space (`hws`):
$$(Aw)\cdot s=-\alpha\,(Aw)\cdot H_kg_k=-\alpha\,w\cdot g_k=0.$$
The line search gives $d\cdot g_{k+1}=0$ (`hls`).

The five bullets in Lean now prove the five statements for $k+1$:

1. $x_{k+1}-x_0=s+(x_k-x_0)$, and both terms lie in $K_{k+1}$.
2. $s\cdot g_{k+1}=0$, and $w\cdot g_{k+1}=w\cdot g_k+w\cdot As=0$.
3. With $q=v-\rho(s\cdot v)As$, conjugacy gives $(Aw)\cdot H_{k+1}v=(Aw)\cdot H_kq=w\cdot q=w\cdot v$. Since $\rho\,(As)\cdot s=1$, also $(As)\cdot H_{k+1}v=(As)\cdot H_kq+s\cdot v-(As)\cdot H_kq=s\cdot v$.
4. If $v\perp K_{k+1}$, then $s\cdot v=0$ and $q=v$. So $v-H_{k+1}v$ is $v-H_kv$ plus a multiple of $s$.
5. $K_{k+2}$ is spanned by $g_0\in K_{k+1}$ and the vectors $Au$ with $u=A^jg_0$, $j\le k$. Writing $u=w+cs$ gives $Au=Aw+c(g_{k+1}-g_k)$, where $Aw$ and $g_k$ lie in $K_{k+1}$.

## The minimiser and the end of the run

```lean
/-- For positive definite `A`, after `k` nonzero BFGS steps with exact line search from `H_0 = I`,
the point `x_k` is the unique energy minimiser over `x_0 + span(g_0, A g_0, ..., A^(k-1) g_0)`. -/
theorem bfgs_minimises_on_krylov {A : Matrix n n ℝ} (hA : A.PosDef) {b : n → ℝ}
    {x : ℕ → n → ℝ} {k : ℕ} (h : IsBFGSRun A b x k) :
    x k - x 0 ∈ krylov A b (x 0) k ∧
    ∀ z, z - x 0 ∈ krylov A b (x 0) k → z ≠ x k → energy A b (x k) < energy A b z := by
  obtain ⟨hx, hg, -⟩ := krylov_invariant hA h
  refine ⟨hx, fun z hz hne => ?_⟩
  have hu : z - x k ∈ krylov A b (x 0) k := by
    rw [← sub_sub_sub_cancel_right z (x k) (x 0)]
    exact sub_mem hz hx
  have e := energy_add ((conjTranspose_eq_transpose_of_trivial A).symm.trans
    hA.isHermitian.eq) b (x k) (z - x k)
  rw [add_sub_cancel, hg _ hu] at e
  have hp : 0 < (z - x k) ⬝ᵥ A *ᵥ (z - x k) := by
    simpa using hA.dotProduct_mulVec_pos (sub_ne_zero.2 hne)
  linarith
```

Take $z\ne x_k$ in $x_0+K_k$ and set $u=z-x_k\in K_k$. The linear term in the energy expansion vanishes by (2), so
$$f(z)=f(x_k)+\tfrac12u\cdot Au>f(x_k).$$
Lean's `PosDef` includes the symmetry of $A$ used here.

For $k=0$ the search space is the single point $x_0$. For $k=1$ it is the line $x_0+tg_0$, and the step is steepest descent: $x_1=x_0-\dfrac{g_0\cdot g_0}{g_0\cdot Ag_0}\,g_0$.

```lean
/-- For positive definite `A`, if the Krylov space does not grow from `k` to `k + 1`, then after `k`
nonzero BFGS steps with exact line search from `H_0 = I`, `x_k` solves `A x = b`. -/
theorem solves_of_krylov_stationary {A : Matrix n n ℝ} (hA : A.PosDef) {b : n → ℝ}
    {x : ℕ → n → ℝ} {k : ℕ} (h : IsBFGSRun A b x k)
    (hK : krylov A b (x 0) (k + 1) ≤ krylov A b (x 0) k) : A *ᵥ x k = b := by
  obtain ⟨hx, hg, -⟩ := krylov_invariant hA h
  exact sub_eq_zero.1 (dotProduct_self_eq_zero.1 (hg _ (hK (grad_mem_krylov hx))))

end

end BFGSKrylov
```

If $K_{k+1}\subseteq K_k$, then $g_k$ lies in $K_k$ and is also orthogonal to it. Hence $g_k\cdot g_k=0$ and $Ax_k=b$: the relaxation has reached the minimum of the quadratic energy.

```lean
#print axioms BFGSKrylov.bfgs_minimises_on_krylov
#print axioms BFGSKrylov.solves_of_krylov_stationary
```

```
'BFGSKrylov.bfgs_minimises_on_krylov' depends on axioms: [propext, Classical.choice, Quot.sound]
'BFGSKrylov.solves_of_krylov_stationary' depends on axioms: [propext, Classical.choice, Quot.sound]
```
